# The three-spin state (2↑↑↓ − ↑↓↑ − ↓↑↑)/√6 has total spin 1/2 and is symmetric in the first two spins

The declaration concerns the state (2↑↑↓ − ↑↓↑ − ↓↑↑)/√6 of three spins 1/2, described by its eight complex amplitudes. It states that this vector has norm 1, is an eigenvector of the total S_z with value 1/2 and of S² with value 3/4 (in units of ħ and ħ²), and is unchanged when spins 1 and 2 are swapped. The attempt replaces 1/√6 by any real number r with r² = 1/6 and proves the four properties for that prefactor. The norm is to follow from r² = 1/6 by algebra, and the other three are checked amplitude by amplitude, with S² first rewritten as 3/4 plus the three pair exchanges.

As first written in Lean, the proof fails:

```lean
import Mathlib

open Matrix

namespace QuarkSpinCoupling

noncomputable section

/-- A state of three spins 1/2, given by its amplitudes; index 0 is up and 1 is down. -/
abbrev State := Fin 2 → Fin 2 → Fin 2 → ℂ

/-- The product basis state with the given three spin directions. -/
def ket (a b c : Fin 2) : State :=
  fun a' b' c' => if a' = a ∧ b' = b ∧ c' = c then 1 else 0

/-- The Hermitian inner product of two three-spin states. -/
def braket (φ ψ : State) : ℂ := ∑ a, ∑ b, ∑ c, star (φ a b c) * ψ a b c

/-- The Pauli matrices for the x, y and z axes. -/
def pauli : Fin 3 → Matrix (Fin 2) (Fin 2) ℂ
  | 0 => !![0, 1; 1, 0]
  | 1 => !![0, -Complex.I; Complex.I, 0]
  | 2 => !![1, 0; 0, -1]

/-- A one-spin operator acting on the chosen one of the three spins. -/
def onSpin : Fin 3 → Matrix (Fin 2) (Fin 2) ℂ → State → State
  | 0, A, ψ => fun a b c => ∑ k, A a k * ψ k b c
  | 1, A, ψ => fun a b c => ∑ k, A b k * ψ a k c
  | 2, A, ψ => fun a b c => ∑ k, A c k * ψ a b k

/-- The component of the total spin along axis `j`, in units of ħ. -/
def totalSpin (j : Fin 3) (ψ : State) : State :=
  fun a b c => (1 / 2) * ∑ i, onSpin i (pauli j) ψ a b c

/-- The square of the total spin, S² = S_x² + S_y² + S_z². -/
def spinSq (ψ : State) : State :=
  fun a b c => ∑ j, totalSpin j (totalSpin j ψ) a b c

/-- The spin state (2 ↑↑↓ - ↑↓↑ - ↓↑↑)/√6. -/
def coupledSpin : State :=
  ((1 / √6 : ℝ) : ℂ) • ((2 : ℂ) • ket 0 0 1 - ket 0 1 0 - ket 1 0 0)

/-- A normalised state with S_z = 1/2 and S² = 3/4 that is symmetric in spins 1 and 2. -/
structure IsSymmetricDoublet (ψ : State) : Prop where
  norm : braket ψ ψ = 1
  sz : ∀ a b c, totalSpin 2 ψ a b c = (1 / 2) * ψ a b c
  sq : ∀ a b c, spinSq ψ a b c = (3 / 4) * ψ a b c
  symm : ∀ a b c, ψ a b c = ψ b a c

/-- The matrix elements of the three Pauli matrices. -/
theorem pauli_entries :
    (pauli 0 0 0 = 0 ∧ pauli 0 0 1 = 1 ∧ pauli 0 1 0 = 1 ∧ pauli 0 1 1 = 0) ∧
    (pauli 1 0 0 = 0 ∧ pauli 1 0 1 = -Complex.I ∧ pauli 1 1 0 = Complex.I ∧
      pauli 1 1 1 = 0) ∧
    (pauli 2 0 0 = 1 ∧ pauli 2 0 1 = 0 ∧ pauli 2 1 0 = 0 ∧ pauli 2 1 1 = -1) := by
  simp [pauli]

/-- For three spins 1/2, S² is 3/4 plus the sum of the three pair exchanges. -/
theorem spinSq_eq_exchange (ψ : State) (a b c : Fin 2) :
    spinSq ψ a b c = (3 / 4) * ψ a b c + ψ b a c + ψ c b a + ψ a c b := by
  revert a b c
  simp only [Fin.forall_fin_two]
  refine ⟨⟨⟨?_, ?_⟩, ⟨?_, ?_⟩⟩, ⟨⟨?_, ?_⟩, ⟨?_, ?_⟩⟩⟩ <;>
    simp only [spinSq, totalSpin, onSpin, Fin.sum_univ_three, Fin.sum_univ_two,
      pauli_entries] <;>
    ring_nf <;> (try simp only [Complex.I_sq]) <;> (try ring)

/-- The spin state `coupledSpin` is normalised, has S_z = 1/2 and S² = 3/4, and is symmetric in
spins 1 and 2. -/
theorem coupledSpin_isSymmetricDoublet : IsSymmetricDoublet coupledSpin := by
  -- only the square of the prefactor matters
  have key : ∀ r : ℝ, r ^ 2 = 1 / 6 → IsSymmetricDoublet
      ((r : ℂ) • ((2 : ℂ) • ket 0 0 1 - ket 0 1 0 - ket 1 0 0)) := by
    intro r hr
    have hr' : (r : ℂ) ^ 2 = 1 / 6 := by
      rw [← Complex.ofReal_pow, hr]; norm_num
    refine ⟨?_, ?_, ?_, ?_⟩
    · simp [braket, ket, Fin.sum_univ_two]
      linear_combination 6 * hr'
    · intro a b c
      fin_cases a <;> fin_cases b <;> fin_cases c <;>
        simp [totalSpin, onSpin, Fin.sum_univ_three, Fin.sum_univ_two, pauli_entries, ket] <;>
        (try ring)
    · intro a b c
      rw [spinSq_eq_exchange]
      fin_cases a <;> fin_cases b <;> fin_cases c <;> simp [ket] <;> (try ring)
    · intro a b c
      fin_cases a <;> fin_cases b <;> fin_cases c <;> simp [ket]
  exact key _ (by rw [div_pow, Real.sq_sqrt (by norm_num)]; norm_num)

end

end QuarkSpinCoupling
```

The compiler's answer:

```
Main.lean:79:6: error: ring failed, ring expressions not equal
r : ℝ
hr : r ^ 2 = 1 / 6
hr' : ↑r ^ 2 = 1 / 6
⊢ -(↑r ^ 2 * 4) + ↑r ^ 2 * (starRingEnd ℂ) 2 * 2 = 0
```

What went wrong. The error is in the proof of the norm. The inner product conjugates the amplitudes of its first argument, and after `simp` the conjugate of the coefficient 2 is still there, as `(starRingEnd ℂ) 2`. `linear_combination 6 * hr'` leaves the final check to `ring`, which does not know that conjugation fixes 2 and treats the term as an unknown. What remains is −4r² + 2r²·conj(2) = 0, which is true but does not follow from the ring axioms alone.

The repair proves the missing fact as `h2`, using `Complex.conj_eq_iff_real`: a complex number equals its conjugate exactly when it is real. Adding `2 * (r : ℂ) ^ 2 * h2` to the combination supplies 2r²·(conj(2) − 2), which is exactly the remainder, so `ring` can close the goal.

Removing `(try ring)` from the S_z part is mere tidying, since `simp` already closes all eight cases there.

The repair, with which the file compiles:

```diff
@@ -77,9 +77,9 @@
     refine ⟨?_, ?_, ?_, ?_⟩
     · simp [braket, ket, Fin.sum_univ_two]
-      linear_combination 6 * hr'
+      have h2 : (starRingEnd ℂ) 2 = 2 := Complex.conj_eq_iff_real.2 ⟨2, by norm_num⟩
+      linear_combination 6 * hr' + 2 * (r : ℂ) ^ 2 * h2
     · intro a b c
       fin_cases a <;> fin_cases b <;> fin_cases c <;>
-        simp [totalSpin, onSpin, Fin.sum_univ_three, Fin.sum_univ_two, pauli_entries, ket] <;>
-        (try ring)
+        simp [totalSpin, onSpin, Fin.sum_univ_three, Fin.sum_univ_two, pauli_entries, ket]
     · intro a b c
       rw [spinSq_eq_exchange]
```
